# Polarizing a linear-response metal with one electron's averaged density never overestimates the electron-following image attraction

Take one electron spread over finitely many sites near a metal whose linear response is symmetric and positive semidefinite. If the metal is polarized by the averaged density, the image attraction is never stronger than the average attraction obtained when the metal follows the electron from site to site. Both energies are taken at the same site probabilities.

In polarizable embedding, this fixes the sign of the mean-field polarization error for a single electron in a linear environment, measured against an environment that follows the electron instantly.

## The metal and its two image energies

An electron outside a metal attracts the screening charge that it induces. Let \(W_{ij}\) be minus the potential induced at site \(i\) by a unit charge at site \(j\), with the elementary charge set to one. This \(W\) is not the full screened interaction that carries the same letter in \(GW\) theory. Symmetry of \(W\) is reciprocity, and positive semidefiniteness says that polarizing the metal never releases self-energy. Lean's `W.PosSemidef` contains both conditions, and the finite type `n` is the set of sites.

```lean
import Mathlib

open Matrix

namespace ImagePotentialMeanField

noncomputable section

variable {n : Type*} [Fintype n] [DecidableEq n]
```

A polarization state is labelled by the electron density \(q\) to which it is adapted, so \(q\) is not the induced charge itself. With electron density \(\rho\) present, the energy is

\[ E(q,\rho)=\tfrac12\,q\cdot Wq-q\cdot W\rho . \]

In the code, `⬝ᵥ` is the dot product and `*ᵥ` applies a matrix to a vector.

```lean
/-- Energy of a metal whose polarization is adapted to the density `q` while the electron
density is `ρ`: the self-energy of the polarization plus its coupling to the electron. -/
def metalEnergy (W : Matrix n n ℝ) (q ρ : n → ℝ) : ℝ :=
  1 / 2 * (q ⬝ᵥ W *ᵥ q) - q ⬝ᵥ W *ᵥ ρ
```

The image energy of a density is \(E_{\rm im}(\rho)=-\tfrac12\,\rho\cdot W\rho\).

```lean
/-- Image energy of a density `ρ` in front of a metal with response matrix `W`. -/
def imageEnergy (W : Matrix n n ℝ) (ρ : n → ℝ) : ℝ :=
  -(1 / 2) * (ρ ⬝ᵥ W *ᵥ ρ)
```

Let \(p_i\) be the probability of finding the electron on site \(i\), and \(e_i\) the density of an electron localized there, written `Pi.single i 1`. The electron-following energy is \(E_{\rm fol}(p)=\sum_i p_i E_{\rm im}(e_i)\), and the mean-field energy is \(E_{\rm im}(p)\).

```lean
/-- Average image energy when the metal follows the electron: each site `i`, occupied with
probability `p i`, contributes the image energy of an electron localized there. -/
def followingEnergy (W : Matrix n n ℝ) (p : n → ℝ) : ℝ :=
  ∑ i, p i * imageEnergy W (Pi.single i 1)
```

Taking \(E_{\rm fol}\) as the energy of a real interface presumes that the metal responds fast compared with the electron's motion between sites. The hypotheses on \(W\) and \(p\) do not supply this.

## (a) The best polarization for a given density

Show that, for positive semidefinite \(W\), the image energy is the lowest energy the metal can reach:

\[ \min_q E(q,\rho)=E_{\rm im}(\rho). \]

**Solution.** Symmetry gives \(\rho\cdot Wq=q\cdot W\rho\), so completing the square yields

\[ E(q,\rho)-E_{\rm im}(\rho)=\tfrac12\,(q-\rho)\cdot W(q-\rho)\ge 0, \]

with equality at \(q=\rho\).

`IsLeast` states that the value is attained and is a lower bound. The first branch of the proof inserts \(q=\rho\). The second combines the symmetry `hs` with the nonnegative square `h`.

```lean
omit [DecidableEq n] in
/-- For a positive semidefinite response, the image energy of a density is the lowest energy
that the metal can reach by adjusting its polarization to that density. -/
theorem imageEnergy_isLeast {W : Matrix n n ℝ} (hW : W.PosSemidef) (ρ : n → ℝ) :
    IsLeast (Set.range fun q => metalEnergy W q ρ) (imageEnergy W ρ) := by
  constructor
  · refine ⟨ρ, ?_⟩
    simp only [metalEnergy, imageEnergy]
    ring
  · rintro _ ⟨q, rfl⟩
    have hT : Wᵀ = W := by
      ext i j
      simpa using hW.isHermitian.apply i j
    -- reciprocity of the response
    have hs : ρ ⬝ᵥ W *ᵥ q = q ⬝ᵥ W *ᵥ ρ := by
      rw [Matrix.dotProduct_mulVec, ← Matrix.mulVec_transpose, hT, dotProduct_comm]
    -- the square that is completed
    have h := hW.dotProduct_mulVec_nonneg (q - ρ)
    simp only [star_trivial, Matrix.mulVec_sub, sub_dotProduct, dotProduct_sub] at h
    simp only [metalEnergy, imageEnergy]
    linarith
```

## (b) A metal that cannot follow

Suppose the metal keeps one polarization \(q\) wherever the electron is. Show that for \(\sum_i p_i=1\) its average energy equals its energy with the averaged density present:

\[ \sum_i p_i E(q,e_i)=E(q,p). \]

**Solution.** The self-energy is multiplied by \(\sum_i p_i=1\). The coupling is linear in the density, and \(\sum_i p_i e_i=p\), so it becomes \(-q\cdot Wp\). By (a) with \(\rho=p\), the lowest such average for positive semidefinite \(W\) is the mean-field energy.

The linearity of the coupling is `h`, and `hp` removes the sum in front of the self-energy.

```lean
/-- If the metal keeps one polarization `q` wherever the electron is, its average energy for
normalized site probabilities equals its energy with the averaged density present. -/
theorem average_metalEnergy (W : Matrix n n ℝ) (q : n → ℝ) {p : n → ℝ}
    (hp : ∑ i, p i = 1) :
    ∑ i, p i * metalEnergy W q (Pi.single i 1) = metalEnergy W q p := by
  have h : q ⬝ᵥ W *ᵥ p = ∑ i, p i * (q ⬝ᵥ W *ᵥ Pi.single i 1) := by
    simp only [Matrix.mulVec_single_one]
    simp only [dotProduct, Matrix.mulVec, Matrix.col_apply, Finset.mul_sum]
    rw [Finset.sum_comm]
    refine Finset.sum_congr rfl fun i _ => Finset.sum_congr rfl fun j _ => ?_
    ring
  simp only [metalEnergy, mul_sub, Finset.sum_sub_distrib]
  rw [← Finset.sum_mul, hp, one_mul, h]
```

## (c) From averages to pairs of sites

For \(\sum_i p_i=1\), show that

\[ \sum_i p_iW_{ii}-\sum_{ij}p_ip_jW_{ij}=\tfrac12\sum_{ij}p_ip_j\,(W_{ii}+W_{jj}-2W_{ij}). \]

**Solution.** In the first term on the right, the sum over \(j\) gives one:

\[ \sum_{ij}p_ip_jW_{ii}=\sum_i p_iW_{ii}. \]

The second term gives the same after exchanging \(i\) and \(j\). The right side is therefore \(\tfrac12\bigl(2\sum_i p_iW_{ii}-2\sum_{ij}p_ip_jW_{ij}\bigr)\), which is the left side.

These two sums are `h1` and `h2`, and `h3` splits the bracket. Only normalization is used.

```lean
omit [DecidableEq n] in
/-- For normalized site probabilities, the on-site average of the response minus its mean-field
average is half the sum over ordered pairs of sites of `W i i + W j j - 2 * W i j`, weighted with
the two probabilities. -/
theorem pair_identity (W : Matrix n n ℝ) {p : n → ℝ} (hp : ∑ i, p i = 1) :
    ∑ i, p i * W i i - ∑ i, ∑ j, p i * p j * W i j
      = 1 / 2 * ∑ i, ∑ j, p i * p j * (W i i + W j j - 2 * W i j) := by
  -- normalization removes the idle summation
  have h1 : ∑ i, ∑ j, p i * p j * W i i = ∑ i, p i * W i i := by
    refine Finset.sum_congr rfl fun i _ => ?_
    calc ∑ j, p i * p j * W i i = ∑ j, p j * (p i * W i i) :=
          Finset.sum_congr rfl fun j _ => by ring
      _ = p i * W i i := by rw [← Finset.sum_mul, hp, one_mul]
  have h2 : ∑ i, ∑ j, p i * p j * W j j = ∑ i, p i * W i i := by
    rw [Finset.sum_comm, ← h1]
    refine Finset.sum_congr rfl fun i _ => Finset.sum_congr rfl fun j _ => ?_
    ring
  have h3 : ∑ i, ∑ j, p i * p j * (W i i + W j j - 2 * W i j)
      = ∑ i, ∑ j, p i * p j * W i i + ∑ i, ∑ j, p i * p j * W j j
        - 2 * ∑ i, ∑ j, p i * p j * W i j := by
    simp only [Finset.mul_sum, ← Finset.sum_add_distrib, ← Finset.sum_sub_distrib]
    refine Finset.sum_congr rfl fun i _ => Finset.sum_congr rfl fun j _ => ?_
    ring
  rw [h3, h1, h2]
  ring
```

## (d) The sign of each pair term

For positive semidefinite \(W\), show that every pair of sites satisfies

\[ W_{ii}+W_{jj}-2W_{ij}\ge 0. \]

**Solution.** Test \(W\) on the difference of two localized densities:

\[ 0\le(e_i-e_j)\cdot W(e_i-e_j)=W_{ii}-W_{ij}-W_{ji}+W_{jj}, \]

and use \(W_{ji}=W_{ij}\). The code does the same with `h` and `hs`.

```lean
/-- For a positive semidefinite response, `W i i + W j j - 2 * W i j` is nonnegative for
every pair of sites. -/
theorem pair_nonneg {W : Matrix n n ℝ} (hW : W.PosSemidef) (i j : n) :
    0 ≤ W i i + W j j - 2 * W i j := by
  -- test the response on the difference of two localized densities
  have h := hW.dotProduct_mulVec_nonneg (Pi.single i 1 - Pi.single j 1)
  have hs : W j i = W i j := by simpa using hW.isHermitian.apply i j
  simp only [star_trivial, Matrix.mulVec_sub, sub_dotProduct, dotProduct_sub,
    single_one_dotProduct, Matrix.mulVec_single_one, Matrix.col_apply] at h
  linarith
```

## (e) The size of the mean-field error

For \(\sum_i p_i=1\), show that

\[ E_{\rm im}(p)-E_{\rm fol}(p)=\tfrac14\sum_{ij}p_ip_j\,(W_{ii}+W_{jj}-2W_{ij}). \]

**Solution.** Since \(E_{\rm im}(e_i)=-\tfrac12W_{ii}\), we have \(E_{\rm fol}(p)=-\tfrac12\sum_i p_iW_{ii}\). Hence

\[ E_{\rm im}(p)-E_{\rm fol}(p)=\tfrac12\Bigl(\sum_i p_iW_{ii}-\sum_{ij}p_ip_jW_{ij}\Bigr), \]

and (c) supplies the other factor of one half. The two energies are expanded in `hf` and `hm`.

```lean
/-- For normalized site probabilities, the mean-field image energy minus the electron-following one
is a quarter of the sum over ordered pairs of sites of `W i i + W j j - 2 * W i j`, weighted with
the two probabilities. -/
theorem meanField_error (W : Matrix n n ℝ) {p : n → ℝ} (hp : ∑ i, p i = 1) :
    imageEnergy W p - followingEnergy W p
      = 1 / 4 * ∑ i, ∑ j, p i * p j * (W i i + W j j - 2 * W i j) := by
  have hf : followingEnergy W p = -(1 / 2) * ∑ i, p i * W i i := by
    simp only [followingEnergy, imageEnergy, single_one_dotProduct,
      Matrix.mulVec_single_one, Matrix.col_apply, Finset.mul_sum]
    refine Finset.sum_congr rfl fun i _ => ?_
    ring
  have hm : p ⬝ᵥ W *ᵥ p = ∑ i, ∑ j, p i * p j * W i j := by
    simp only [dotProduct, Matrix.mulVec, Finset.mul_sum]
    refine Finset.sum_congr rfl fun i _ => Finset.sum_congr rfl fun j _ => ?_
    ring
  have h := pair_identity W hp
  rw [hf, imageEnergy, hm]
  linarith
```

## (f) The order of the two energies

Let \(W\) be positive semidefinite, \(p_i\ge0\) and \(\sum_i p_i=1\). Show that

\[ E_{\rm fol}(p)\le E_{\rm im}(p). \]

**Solution.** In (e), each term is a product of \(p_ip_j\ge0\) and a bracket that is nonnegative by (d). The error is therefore nonnegative. A lower energy means stronger attraction, so the mean field does not overestimate it. The sign of the double sum is `hS`.

```lean
/-- For a positive semidefinite response and the site probabilities of one electron,
polarizing the metal with the averaged density never overestimates the electron-following
image attraction: the mean-field energy is never the lower one. -/
theorem following_le_meanField {W : Matrix n n ℝ} (hW : W.PosSemidef) {p : n → ℝ}
    (h0 : ∀ i, 0 ≤ p i) (hp : ∑ i, p i = 1) :
    followingEnergy W p ≤ imageEnergy W p := by
  have h := meanField_error W hp
  have hS : 0 ≤ ∑ i, ∑ j, p i * p j * (W i i + W j j - 2 * W i j) :=
    Finset.sum_nonneg fun i _ => Finset.sum_nonneg fun j _ =>
      mul_nonneg (mul_nonneg (h0 i) (h0 j)) (pair_nonneg hW i j)
  linarith
```

## (g) When the mean field is exact

Under the same conditions, show that

\[ E_{\rm fol}(p)=E_{\rm im}(p)\iff W_{ii}+W_{jj}=2W_{ij}\ \text{ whenever } p_i,p_j>0. \]

**Solution.** If the energies agree, the double sum in (e) vanishes. Its terms are nonnegative, so each is zero, and for \(p_ip_j>0\) the bracket must vanish. Conversely, under the stated condition every term has either a zero probability or a zero bracket. An electron confined to one site is the simplest case.

The lemma `Finset.sum_eq_zero_iff_of_nonneg` is applied twice, once for each summation. The converse splits on whether `p i` and `p j` are zero.

```lean
/-- For a positive semidefinite response and the site probabilities of one electron, the
mean-field and electron-following energies agree exactly when `W i i + W j j = 2 * W i j`
for all pairs of sites that are occupied with nonzero probability. -/
theorem following_eq_meanField_iff {W : Matrix n n ℝ} (hW : W.PosSemidef) {p : n → ℝ}
    (h0 : ∀ i, 0 ≤ p i) (hp : ∑ i, p i = 1) :
    followingEnergy W p = imageEnergy W p ↔
      ∀ i j, 0 < p i → 0 < p j → W i i + W j j = 2 * W i j := by
  have h := meanField_error W hp
  have ht : ∀ i j, 0 ≤ p i * p j * (W i i + W j j - 2 * W i j) := fun i j =>
    mul_nonneg (mul_nonneg (h0 i) (h0 j)) (pair_nonneg hW i j)
  constructor
  · intro he i j hi hj
    have hS : ∑ i, ∑ j, p i * p j * (W i i + W j j - 2 * W i j) = 0 := by linarith
    -- a vanishing sum of nonnegative terms vanishes term by term
    have hr := (Finset.sum_eq_zero_iff_of_nonneg
      (fun i _ => Finset.sum_nonneg fun j _ => ht i j)).1 hS i (Finset.mem_univ i)
    have hij := (Finset.sum_eq_zero_iff_of_nonneg
      (fun j _ => ht i j)).1 hr j (Finset.mem_univ j)
    have := (mul_eq_zero.1 hij).resolve_left (mul_pos hi hj).ne'
    linarith
  · intro hc
    have hS : ∑ i, ∑ j, p i * p j * (W i i + W j j - 2 * W i j) = 0 := by
      refine Finset.sum_eq_zero fun i _ => Finset.sum_eq_zero fun j _ => ?_
      rcases (h0 i).eq_or_lt with hi | hi
      · rw [← hi, zero_mul, zero_mul]
      · rcases (h0 j).eq_or_lt with hj | hj
        · rw [← hj, mul_zero, zero_mul]
        · rw [hc i j hi hj, sub_self, mul_zero]
    linarith
```

## (h) Two equivalent sites

Let both sites have on-site response \(a\) and cross response \(b\), with probabilities \(x\) and \(1-x\). Show that

\[ E_{\rm im}(p)-E_{\rm fol}(p)=x(1-x)(a-b). \]

**Solution.** The terms with \(i=j\) in (e) vanish. The other two are each \(x(1-x)(2a-2b)\), and a quarter of their sum is the result. For \(b=0\) and \(x=\tfrac12\), the energies are \(-a/4\) and \(-a/2\): the mean field recovers half of the attraction.

The formula holds for all real \(a\), \(b\) and \(x\); the physical range is \(a\ge|b|\) and \(0\le x\le1\). The code specializes `meanField_error` and expands the sums over two sites.

```lean
/-- For two equivalent sites with on-site response `a` and cross response `b`, occupied with
probabilities `x` and `1 - x`, the mean-field energy minus the electron-following one is
`x * (1 - x) * (a - b)`. -/
theorem two_site_error (a b x : ℝ) :
    imageEnergy !![a, b; b, a] ![x, 1 - x] - followingEnergy !![a, b; b, a] ![x, 1 - x]
      = x * (1 - x) * (a - b) := by
  rw [meanField_error _ (by simp [Fin.sum_univ_two])]
  simp [Fin.sum_univ_two]
  ring

end

end ImagePotentialMeanField
```

```lean
#print axioms ImagePotentialMeanField.average_metalEnergy
-- 'ImagePotentialMeanField.average_metalEnergy' depends on axioms: [propext, Classical.choice, Quot.sound]
#print axioms ImagePotentialMeanField.following_le_meanField
-- 'ImagePotentialMeanField.following_le_meanField' depends on axioms: [propext, Classical.choice, Quot.sound]
#print axioms ImagePotentialMeanField.following_eq_meanField_iff
-- 'ImagePotentialMeanField.following_eq_meanField_iff' depends on axioms: [propext, Classical.choice, Quot.sound]
#print axioms ImagePotentialMeanField.two_site_error
-- 'ImagePotentialMeanField.two_site_error' depends on axioms: [propext, Classical.choice, Quot.sound]
```
